# With a shared stationary distribution, larger off-diagonal transition probabilities never raise the lag-one autocovariance

A Markov chain is represented here by a real square matrix on a finite set of states. Unit row sums and stationarity enter as separate hypotheses, and reversibility is not assumed. For two chains that sample the same distribution, the one that moves at least as readily between every pair of distinct states has the smaller or equal lag-one autocovariance, for every real observable. The comparison keeps the sign: a strongly negative autocovariance counts as smaller than zero.

```lean
import Mathlib

open Matrix

namespace PeskunOrdering

noncomputable section

variable {n : Type*} [Fintype n]
```

The type `n` is the finite set of states.

```lean
/-- The inner product of two observables weighted by `p`. -/
def pInner (p f g : n → ℝ) : ℝ := ∑ x, p x * f x * g x
```

For weights \(p\) and real observables \(f,g\), this is \(\langle f,g\rangle_p=\sum_x p(x)f(x)g(x)\).

```lean
/-- The Dirichlet form: half the sum of `p(x) P(x,y) (f(x) - f(y))²` over all pairs of states. -/
def dirichlet (p : n → ℝ) (P : Matrix n n ℝ) (f : n → ℝ) : ℝ :=
  (1 / 2) * ∑ x, ∑ y, p x * P x y * (f x - f y) ^ 2
```

The Dirichlet form is \(\mathcal E_P(f)=\tfrac12\sum_{x,y}p(x)P(x,y)(f(x)-f(y))^2\). For a stationary chain, it is half the mean squared change of \(f\) in one step.

```lean
/-- Every row of the transition matrix sums to one. -/
def UnitRowSums (P : Matrix n n ℝ) : Prop := ∀ x, ∑ y, P x y = 1
```

From each state \(x\), the probabilities of going somewhere sum to one.

```lean
/-- The weights `p` are left unchanged by one step of `P`. -/
def Stationary (p : n → ℝ) (P : Matrix n n ℝ) : Prop := ∀ y, ∑ x, p x * P x y = p y
```

Stationarity reads \(\sum_x p(x)P(x,y)=p(y)\): one step preserves the target distribution.

```lean
/-- The Peskun order: every off-diagonal entry of `P` is at least that of `Q`. -/
def PeskunDominates {m : Type*} (P Q : Matrix m m ℝ) : Prop := ∀ x y, x ≠ y → Q x y ≤ P x y
```

\(P\) dominates \(Q\) when \(Q(x,y)\le P(x,y)\) for all \(x\ne y\). The diagonal, where the chain stays put, is left out.

```lean
/-- The observable `f` with its `p`-average `∑ p f` subtracted. -/
def centred (p f : n → ℝ) : n → ℝ := fun x => f x - ∑ z, p z * f z
```

This subtracts the mean \(\sum_z p(z)f(z)\), which is the usual average when \(p\) sums to one.

```lean
/-- The lag-one autocovariance: `⟨g, P g⟩_p` for the centred observable `g`. -/
def lagOneCov (p : n → ℝ) (P : Matrix n n ℝ) (f : n → ℝ) : ℝ :=
  pInner p (centred p f) (P *ᵥ centred p f)
```

In Lean, `P *ᵥ g` is the matrix acting on a vector, \((Pg)(x)=\sum_y P(x,y)g(y)\). With normalised \(p\) and nonnegative entries, `lagOneCov` is the covariance of \(f\) at successive times in the stationary chain.

```lean
/-- For unit row sums and stationary `p`, the lag-one moment `⟨f, P f⟩_p` is `⟨f, f⟩_p`
minus the Dirichlet form. -/
theorem inner_mulVec_eq {p : n → ℝ} {P : Matrix n n ℝ} (hP : UnitRowSums P)
    (hs : Stationary p P) (f : n → ℝ) :
    pInner p f (P *ᵥ f) = pInner p f f - dirichlet p P f := by
  -- the `f(x)²` term collapses by the row sums
  have hA : ∑ x, ∑ y, p x * P x y * f x ^ 2 = ∑ x, p x * f x ^ 2 := by
    refine Finset.sum_congr rfl fun x _ => ?_
    have h1 : ∑ y, p x * P x y * f x ^ 2 = p x * f x ^ 2 * ∑ y, P x y := by
      rw [Finset.mul_sum]
      exact Finset.sum_congr rfl fun y _ => by ring
    rw [h1, hP x, mul_one]
  -- the `f(y)²` term collapses by stationarity
  have hB : ∑ x, ∑ y, p x * P x y * f y ^ 2 = ∑ y, p y * f y ^ 2 := by
    rw [Finset.sum_comm]
    refine Finset.sum_congr rfl fun y _ => ?_
    rw [← Finset.sum_mul, hs y]
  -- the cross term is the lag-one moment
  have hC : ∑ x, ∑ y, p x * P x y * (f x * f y) = pInner p f (P *ᵥ f) := by
    unfold pInner
    refine Finset.sum_congr rfl fun x _ => ?_
    simp only [Matrix.mulVec, dotProduct, Finset.mul_sum]
    exact Finset.sum_congr rfl fun y _ => by ring
  have hD : pInner p f f = ∑ x, p x * f x ^ 2 := by
    unfold pInner
    exact Finset.sum_congr rfl fun x _ => by ring
  have hE : ∑ x, ∑ y, p x * P x y * (f x - f y) ^ 2
      = (∑ x, ∑ y, p x * P x y * f x ^ 2) + (∑ x, ∑ y, p x * P x y * f y ^ 2)
        - 2 * ∑ x, ∑ y, p x * P x y * (f x * f y) := by
    simp only [Finset.mul_sum, ← Finset.sum_add_distrib, ← Finset.sum_sub_distrib]
    exact Finset.sum_congr rfl fun x _ => Finset.sum_congr rfl fun y _ => by ring
  unfold dirichlet
  linarith [hA, hB, hC, hD, hE]
```

Expand the square in the Dirichlet form:

\[
\mathcal E_P(f)=\tfrac12\sum_{x,y}p(x)P(x,y)\bigl[f(x)^2+f(y)^2-2f(x)f(y)\bigr].
\]

Summing over \(y\) first, the row sums turn the first term into \(\tfrac12\langle f,f\rangle_p\) (`hA`). Summing over \(x\) first, stationarity does the same for the second (`hB`). The cross term is \(-\langle f,Pf\rangle_p\) (`hC`). Hence \(\langle f,Pf\rangle_p=\langle f,f\rangle_p-\mathcal E_P(f)\); `linarith` does this final linear algebra.

```lean
/-- For unit row sums and stationary `p`, `⟨f, (I - P) f⟩_p` equals the Dirichlet form. -/
theorem dirichlet_identity [DecidableEq n] {p : n → ℝ} {P : Matrix n n ℝ} (hP : UnitRowSums P)
    (hs : Stationary p P) (f : n → ℝ) :
    pInner p f ((1 - P) *ᵥ f) = dirichlet p P f := by
  have h := inner_mulVec_eq hP hs f
  have hsplit : pInner p f ((1 - P) *ᵥ f) = pInner p f f - pInner p f (P *ᵥ f) := by
    rw [Matrix.sub_mulVec, Matrix.one_mulVec]
    unfold pInner
    rw [← Finset.sum_sub_distrib]
    exact Finset.sum_congr rfl fun x _ => by rw [Pi.sub_apply]; ring
  linarith
```

Here `1` is the identity matrix. By linearity, \(\langle f,(I-P)f\rangle_p=\langle f,f\rangle_p-\langle f,Pf\rangle_p=\mathcal E_P(f)\).

```lean
/-- For two kernels with unit row sums and common stationary `p`, the lag-one moment under `Q` minus
that under `P` is half the sum of `p(x) (P - Q)(x,y) (f(x) - f(y))²`. -/
theorem lagOne_gap {p : n → ℝ} {P Q : Matrix n n ℝ} (hP : UnitRowSums P) (hQ : UnitRowSums Q)
    (hsP : Stationary p P) (hsQ : Stationary p Q) (f : n → ℝ) :
    pInner p f (Q *ᵥ f) - pInner p f (P *ᵥ f)
      = (1 / 2) * ∑ x, ∑ y, p x * (P x y - Q x y) * (f x - f y) ^ 2 := by
  have h : ∑ x, ∑ y, p x * (P x y - Q x y) * (f x - f y) ^ 2
      = (∑ x, ∑ y, p x * P x y * (f x - f y) ^ 2)
        - ∑ x, ∑ y, p x * Q x y * (f x - f y) ^ 2 := by
    simp only [← Finset.sum_sub_distrib]
    exact Finset.sum_congr rfl fun x _ => Finset.sum_congr rfl fun y _ => by ring
  rw [inner_mulVec_eq hP hsP f, inner_mulVec_eq hQ hsQ f]
  unfold dirichlet
  linarith [h]
```

Write the previous formula for both kernels and subtract. The common \(\langle f,f\rangle_p\) cancels:

\[
\langle f,Qf\rangle_p-\langle f,Pf\rangle_p=\tfrac12\sum_{x,y}p(x)\,(P-Q)(x,y)\,(f(x)-f(y))^2 .
\]

```lean
/-- For nonnegative weights and `P` above `Q` in the Peskun order, every term
`p(x) (P - Q)(x,y) (f(x) - f(y))²` is nonnegative. -/
theorem gap_term_nonneg {m : Type*} {p : m → ℝ} {P Q : Matrix m m ℝ} (hp : ∀ x, 0 ≤ p x)
    (hPQ : PeskunDominates P Q) (f : m → ℝ) (x y : m) :
    0 ≤ p x * (P x y - Q x y) * (f x - f y) ^ 2 := by
  by_cases h : x = y
  · -- diagonal terms vanish
    rw [h]
    simp
  · exact mul_nonneg (mul_nonneg (hp x) (sub_nonneg.2 (hPQ x y h))) (sq_nonneg _)
```

If \(x=y\), the squared difference vanishes. Otherwise all three factors are nonnegative. The proof splits into these two cases.

```lean
/-- If `P` and `Q` have unit row sums, a common nonnegative stationary `p`, and `P ≥ Q` off the
diagonal, then `⟨f, P f⟩_p ≤ ⟨f, Q f⟩_p` for every real observable `f`. -/
theorem lagOne_le_of_peskunDominates {p : n → ℝ} {P Q : Matrix n n ℝ} (hp : ∀ x, 0 ≤ p x)
    (hP : UnitRowSums P) (hQ : UnitRowSums Q) (hsP : Stationary p P) (hsQ : Stationary p Q)
    (hPQ : PeskunDominates P Q) (f : n → ℝ) :
    pInner p f (P *ᵥ f) ≤ pInner p f (Q *ᵥ f) := by
  have hg := lagOne_gap hP hQ hsP hsQ f
  have h0 : 0 ≤ ∑ x, ∑ y, p x * (P x y - Q x y) * (f x - f y) ^ 2 :=
    Finset.sum_nonneg fun x _ => Finset.sum_nonneg fun y _ => gap_term_nonneg hp hPQ f x y
  linarith
```

The gap is half a sum of nonnegative terms, so \(\langle f,Pf\rangle_p\le\langle f,Qf\rangle_p\).

```lean
/-- If `P` and `Q` have unit row sums, a common nonnegative stationary `p`, and `P ≥ Q` off the
diagonal, then the lag-one autocovariance of any real observable under `P` is at most that under
`Q`. -/
theorem lagOneCov_le_of_peskunDominates {p : n → ℝ} {P Q : Matrix n n ℝ} (hp : ∀ x, 0 ≤ p x)
    (hP : UnitRowSums P) (hQ : UnitRowSums Q) (hsP : Stationary p P) (hsQ : Stationary p Q)
    (hPQ : PeskunDominates P Q) (f : n → ℝ) :
    lagOneCov p P f ≤ lagOneCov p Q f :=
  lagOne_le_of_peskunDominates hp hP hQ hsP hsQ hPQ (centred p f)
```

Applying this to the centred observable gives the autocovariance inequality. Peskun's name is usually attached to the ordering of asymptotic variances for reversible chains; this inequality concerns a single step.

```lean
/-- For `P` and `Q` with unit row sums, a common strictly positive stationary `p`, and `P` above
`Q` in the Peskun order, the two lag-one moments of `f` agree exactly when `f` takes
equal values on every pair of states where `P` strictly exceeds `Q`. -/
theorem lagOne_eq_iff {p : n → ℝ} {P Q : Matrix n n ℝ} (hp : ∀ x, 0 < p x)
    (hP : UnitRowSums P) (hQ : UnitRowSums Q) (hsP : Stationary p P) (hsQ : Stationary p Q)
    (hPQ : PeskunDominates P Q) (f : n → ℝ) :
    pInner p f (P *ᵥ f) = pInner p f (Q *ᵥ f) ↔ ∀ x y, Q x y < P x y → f x = f y := by
  have hg := lagOne_gap hP hQ hsP hsQ f
  have ht := gap_term_nonneg (fun x => (hp x).le) hPQ f
  constructor
  · intro h x y hxy
    -- a vanishing sum of nonnegative terms vanishes term by term
    have h0 : ∑ x, ∑ y, p x * (P x y - Q x y) * (f x - f y) ^ 2 = 0 := by linarith
    have hrow : ∀ x ∈ (Finset.univ : Finset n),
        0 ≤ ∑ y, p x * (P x y - Q x y) * (f x - f y) ^ 2 :=
      fun x _ => Finset.sum_nonneg fun y _ => ht x y
    have h1 : ∑ y, p x * (P x y - Q x y) * (f x - f y) ^ 2 = 0 :=
      (Finset.sum_eq_zero_iff_of_nonneg hrow).1 h0 x (Finset.mem_univ x)
    have hcol : ∀ y ∈ (Finset.univ : Finset n),
        0 ≤ p x * (P x y - Q x y) * (f x - f y) ^ 2 := fun y _ => ht x y
    have h2 : p x * (P x y - Q x y) * (f x - f y) ^ 2 = 0 :=
      (Finset.sum_eq_zero_iff_of_nonneg hcol).1 h1 y (Finset.mem_univ y)
    have hpos : 0 < p x * (P x y - Q x y) := mul_pos (hp x) (sub_pos.2 hxy)
    have h3 : (f x - f y) ^ 2 = 0 := (mul_eq_zero.1 h2).resolve_left hpos.ne'
    exact sub_eq_zero.1 ((pow_eq_zero_iff two_ne_zero).1 h3)
  · intro h
    have h0 : ∑ x, ∑ y, p x * (P x y - Q x y) * (f x - f y) ^ 2 = 0 := by
      refine Finset.sum_eq_zero fun x _ => Finset.sum_eq_zero fun y _ => ?_
      by_cases hxy : x = y
      · rw [hxy]
        simp
      · rcases (hPQ x y hxy).lt_or_eq with hlt | heq
        · rw [h x y hlt]
          simp
        · rw [heq]
          simp
    linarith
```

Now let every \(p(x)\) be positive. If the moments agree, the nonnegative terms sum to zero, so each is zero. Where \(Q(x,y)<P(x,y)\), the prefactor is positive, which forces \(f(x)=f(y)\). Conversely, if \(f\) agrees on all such pairs, every term vanishes.

```lean
/-- For `P` and `Q` with unit row sums, a common strictly positive stationary `p`, and `P` above
`Q` in the Peskun order, the lag-one moments agree
for all observables exactly when `P = Q`. -/
theorem lagOne_eq_forall_iff {p : n → ℝ} {P Q : Matrix n n ℝ} (hp : ∀ x, 0 < p x)
    (hP : UnitRowSums P) (hQ : UnitRowSums Q) (hsP : Stationary p P) (hsQ : Stationary p Q)
    (hPQ : PeskunDominates P Q) :
    (∀ f, pInner p f (P *ᵥ f) = pInner p f (Q *ᵥ f)) ↔ P = Q := by
  classical
  constructor
  · intro h
    -- indicator functions separate any two states
    have hoff : ∀ x y, x ≠ y → P x y = Q x y := by
      intro x y hxy
      rcases (hPQ x y hxy).lt_or_eq with hlt | heq
      · have h1 := (lagOne_eq_iff hp hP hQ hsP hsQ hPQ
          (fun z => if z = x then (1 : ℝ) else 0)).1 (h _) x y hlt
        simp [Ne.symm hxy] at h1
      · exact heq.symm
    -- the row sums then fix the diagonal
    have hdiag : ∀ x, P x x = Q x x := by
      intro x
      have hz : ∑ y, (P x y - Q x y) = 0 := by
        rw [Finset.sum_sub_distrib, hP x, hQ x, sub_self]
      have h1 : ∑ y, (P x y - Q x y) = P x x - Q x x :=
        Finset.sum_eq_single x (fun y _ hy => sub_eq_zero.2 (hoff x y (Ne.symm hy)))
          (fun hx => absurd (Finset.mem_univ x) hx)
      linarith
    ext x y
    by_cases hxy : x = y
    · rw [hxy]
      exact hdiag y
    · exact hoff x y hxy
  · intro h f
    rw [h]
```

Suppose the moments agree for all \(f\), but \(Q(x,y)<P(x,y)\) for some \(x\ne y\). The indicator of \(x\) takes the values 1 and 0 on this pair, contradicting the previous result. The off-diagonal entries therefore agree, and the row sums fix the diagonal.

```lean
/-- The accept/reject kernel: propose with `K`, accept with probability `a`, and put the
remaining weight of each row on the diagonal. -/
def acceptKernel [DecidableEq n] (K : Matrix n n ℝ) (a : n → n → ℝ) : Matrix n n ℝ :=
  Matrix.of fun x y => K x y * a x y + if x = y then 1 - ∑ z, K x z * a x z else 0
```

A proposal \(K(x,y)\) is accepted with probability \(a(x,y)\). The rejected weight \(1-\sum_z K(x,z)a(x,z)\) is added to the diagonal.

```lean
/-- The Metropolis acceptance probability `min(1, p(y)/p(x))`. -/
def metropolisAcc {m : Type*} (p : m → ℝ) (x y : m) : ℝ := min 1 (p y / p x)
```

Metropolis acceptance is \(\min(1,p(y)/p(x))\).

```lean
/-- The Barker acceptance probability `p(y)/(p(x) + p(y))`. -/
def barkerAcc {m : Type*} (p : m → ℝ) (x y : m) : ℝ := p y / (p x + p y)
```

Barker acceptance is \(p(y)/(p(x)+p(y))\).

```lean
/-- If the accepted flux `p(x) K(x,y) a(x,y)` is symmetric in `x` and `y`, the accept/reject
kernel has unit row sums and `p` is stationary for it. -/
theorem acceptKernel_spec [DecidableEq n] {p : n → ℝ} {K : Matrix n n ℝ} {a : n → n → ℝ}
    (hbal : ∀ x y, p x * (K x y * a x y) = p y * (K y x * a y x)) :
    UnitRowSums (acceptKernel K a) ∧ Stationary p (acceptKernel K a) := by
  have hrow : UnitRowSums (acceptKernel K a) := by
    intro x
    simp only [acceptKernel, Matrix.of_apply, Finset.sum_add_distrib, Finset.sum_ite_eq,
      Finset.mem_univ, if_true]
    ring
  -- detailed balance for the full kernel
  have hdb : ∀ x y, p x * acceptKernel K a x y = p y * acceptKernel K a y x := by
    intro x y
    by_cases h : x = y
    · rw [h]
    · simp only [acceptKernel, Matrix.of_apply, if_neg h, if_neg (Ne.symm h), add_zero]
      exact hbal x y
  refine ⟨hrow, ?_⟩
  intro y
  calc ∑ x, p x * acceptKernel K a x y = ∑ x, p y * acceptKernel K a y x :=
        Finset.sum_congr rfl fun x _ => hdb x y
    _ = p y := by rw [← Finset.mul_sum, hrow y, mul_one]
```

The diagonal weight completes each row to one. Writing \(A\) for the full kernel, balanced accepted flux gives \(p(x)A(x,y)=p(y)A(y,x)\), so

\[
\sum_x p(x)A(x,y)=p(y)\sum_x A(y,x)=p(y).
\]

```lean
/-- For a positive target `p` and a symmetric proposal with nonnegative off-diagonal entries,
`⟨f, P f⟩_p` for Metropolis acceptance is at most that for Barker acceptance. -/
theorem metropolis_le_barker [DecidableEq n] {p : n → ℝ} {K : Matrix n n ℝ}
    (hp : ∀ x, 0 < p x) (hK : ∀ x y, K x y = K y x) (hK0 : ∀ x y, x ≠ y → 0 ≤ K x y)
    (f : n → ℝ) :
    pInner p f (acceptKernel K (metropolisAcc p) *ᵥ f)
      ≤ pInner p f (acceptKernel K (barkerAcc p) *ᵥ f) := by
  -- `p(x)` times the Metropolis acceptance is `min(p(x), p(y))`
  have hm : ∀ x y, p x * metropolisAcc p x y = min (p x) (p y) := by
    intro x y
    unfold metropolisAcc
    rcases le_total (p x) (p y) with h | h
    · have h1 : (1 : ℝ) ≤ p y / p x := (le_div_iff₀ (hp x)).2 (by linarith)
      rw [min_eq_left h1, min_eq_left h, mul_one]
    · have h1 : p y / p x ≤ 1 := (div_le_iff₀ (hp x)).2 (by linarith)
      have hne := (hp x).ne'
      rw [min_eq_right h1, min_eq_right h]
      field_simp
  have hM : ∀ x y, p x * (K x y * metropolisAcc p x y)
      = p y * (K y x * metropolisAcc p y x) := by
    intro x y
    calc p x * (K x y * metropolisAcc p x y) = K x y * (p x * metropolisAcc p x y) := by ring
      _ = K y x * (p y * metropolisAcc p y x) := by
          rw [hm x y, hm y x, hK x y, min_comm (p x) (p y)]
      _ = p y * (K y x * metropolisAcc p y x) := by ring
  have hB : ∀ x y, p x * (K x y * barkerAcc p x y) = p y * (K y x * barkerAcc p y x) := by
    intro x y
    unfold barkerAcc
    rw [hK x y, add_comm (p y) (p x)]
    ring
  -- Barker never accepts more often than Metropolis
  have hle : ∀ x y, barkerAcc p x y ≤ metropolisAcc p x y := by
    intro x y
    have hx := hp x
    have hy := hp y
    have hsum : 0 < p x + p y := add_pos hx hy
    unfold barkerAcc metropolisAcc
    refine le_min ?_ ?_
    · rw [div_le_iff₀ hsum]
      linarith
    · rw [div_le_div_iff₀ hsum hx]
      nlinarith [mul_pos hy hy]
  have hdom : PeskunDominates (acceptKernel K (metropolisAcc p))
      (acceptKernel K (barkerAcc p)) := by
    intro x y h
    simp only [acceptKernel, Matrix.of_apply, if_neg h, add_zero]
    exact mul_le_mul_of_nonneg_left (hle x y) (hK0 x y h)
  exact lagOne_le_of_peskunDominates (fun x => (hp x).le) (acceptKernel_spec hM).1
    (acceptKernel_spec hB).1 (acceptKernel_spec hM).2 (acceptKernel_spec hB).2 hdom f
```

With symmetric \(K\), the accepted fluxes are \(K(x,y)\min(p(x),p(y))\) for Metropolis and \(K(x,y)p(x)p(y)/(p(x)+p(y))\) for Barker. Both are symmetric (`hM`, `hB`), so both kernels keep \(p\) stationary. The Barker probability is at most 1 and at most \(p(y)/p(x)\), hence at most the Metropolis one (`hle`). Since \(K\ge0\) off the diagonal, the ordering applies. In finite-state Monte Carlo simulation with a symmetric proposal, Metropolis thus gives a lag-one moment no larger than Barker's.

```lean
/-- The uniform distribution on three states. -/
def uniform3 : Fin 3 → ℝ := fun _ => 1 / 3
```

Each of three states has weight \(1/3\).

```lean
/-- The deterministic rotation `0 → 1 → 2 → 0`. -/
def rotor : Matrix (Fin 3) (Fin 3) ℝ := !![0, 1, 0; 0, 0, 1; 1, 0, 0]
```

This chain always moves to the next state on a ring.

```lean
/-- The rotation on three states that stays put with probability one half. -/
def lazyRotor : Matrix (Fin 3) (Fin 3) ℝ :=
  !![1 / 2, 1 / 2, 0; 0, 1 / 2, 1 / 2; 1 / 2, 0, 1 / 2]
```

This one moves on with probability \(1/2\) and otherwise stays.

```lean
/-- The rotation and the lazy rotation are nonnegative with unit row sums, leave the uniform
distribution stationary and are Peskun ordered; the rotation violates detailed balance, and the
lag-one moments of the indicator of state `0` are `0` and `1/6`. -/
theorem peskun_witness :
    (∀ x y, 0 ≤ rotor x y) ∧ (∀ x y, 0 ≤ lazyRotor x y) ∧
    UnitRowSums rotor ∧ UnitRowSums lazyRotor ∧
    Stationary uniform3 rotor ∧ Stationary uniform3 lazyRotor ∧
    PeskunDominates rotor lazyRotor ∧
    uniform3 0 * rotor 0 1 ≠ uniform3 1 * rotor 1 0 ∧
    pInner uniform3 ![1, 0, 0] (rotor *ᵥ ![1, 0, 0]) = 0 ∧
    pInner uniform3 ![1, 0, 0] (lazyRotor *ᵥ ![1, 0, 0]) = 1 / 6 := by
  refine ⟨?_, ?_, ?_, ?_, ?_, ?_, ?_, ?_, ?_, ?_⟩
  · intro x y
    fin_cases x <;> fin_cases y <;> simp [rotor]
  · intro x y
    fin_cases x <;> fin_cases y <;> simp [lazyRotor]
  · intro x
    fin_cases x <;> simp [rotor, Fin.sum_univ_succ]
  · intro x
    fin_cases x <;> simp [lazyRotor, Fin.sum_univ_succ] <;> norm_num
  · intro y
    fin_cases y <;> simp [rotor, uniform3, Fin.sum_univ_succ]
  · intro y
    fin_cases y <;> simp [lazyRotor, uniform3, Fin.sum_univ_succ] <;> norm_num
  · intro x y h
    fin_cases x <;> fin_cases y <;>
      first
        | exact absurd rfl h
        | (simp [rotor, lazyRotor] <;> norm_num)
  · simp [rotor, uniform3]
  · simp [pInner, rotor, uniform3, Matrix.mulVec, dotProduct, Fin.sum_univ_succ]
  · simp [pInner, lazyRotor, uniform3, Matrix.mulVec, dotProduct, Fin.sum_univ_succ]
    norm_num

end

end PeskunOrdering
```

These two chains satisfy the ordering's hypotheses, although the rotation is not reversible: its flux from 0 to 1 is \(1/3\), and the reverse flux is zero. For the indicator of state 0, the lag-one moment is \(p(0)P(0,0)\), which is \(0\) for the rotation and \(\tfrac13\cdot\tfrac12=\tfrac16\) for the lazy version. Lean checks the finitely many entries with `fin_cases` and evaluates the sums with `simp` and `norm_num`.

```lean
#print axioms PeskunOrdering.dirichlet_identity
-- 'PeskunOrdering.dirichlet_identity' depends on axioms: [propext, Classical.choice, Quot.sound]
#print axioms PeskunOrdering.lagOneCov_le_of_peskunDominates
-- 'PeskunOrdering.lagOneCov_le_of_peskunDominates' depends on axioms: [propext, Classical.choice, Quot.sound]
#print axioms PeskunOrdering.lagOne_eq_forall_iff
-- 'PeskunOrdering.lagOne_eq_forall_iff' depends on axioms: [propext, Classical.choice, Quot.sound]
#print axioms PeskunOrdering.metropolis_le_barker
-- 'PeskunOrdering.metropolis_le_barker' depends on axioms: [propext, Classical.choice, Quot.sound]
```
